# A Hermitian ligand Hamiltonian preserves the bonding space exactly when it preserves the nonbonding space

In a finite one-particle model with an orthonormal orbital basis, a complex matrix `T` couples the ligand orbitals to a second set of orbitals. The bonding ligand combinations are the range of `Tᴴ`, and the nonbonding ones are the kernel of `T`. The theorem `preserves_bonding_iff` says that a Hermitian matrix `B` on the ligand space maps the first subspace into itself if and only if it maps the second into itself. For the forward direction, the attempt takes a nonbonding `k` and shows that `T (B k)` has zero norm, by moving `T` and `B` across the inner product. For the converse, it splits `B w`, with `w` bonding, into a bonding and a nonbonding part and shows that the latter vanishes.

An attempt in Lean 4 with a fault in it:

```lean
import Mathlib

open Matrix
open scoped ComplexOrder

namespace PreservesBondingIff

variable {m n : Type*} [Fintype m] [Fintype n]

/-- The matrix `M` maps the orbital space `V` into itself. -/
def Preserves {ι : Type*} [Fintype ι] (M : Matrix ι ι ℂ) (V : Submodule ℂ (ι → ℂ)) : Prop :=
  ∀ v ∈ V, M *ᵥ v ∈ V

/-- The bonding ligand combinations: the range of `Tᴴ`. -/
abbrev bonding (T : Matrix m n ℂ) : Submodule ℂ (n → ℂ) :=
  LinearMap.range Tᴴ.mulVecLin

/-- The nonbonding ligand combinations: the kernel of `T`. -/
abbrev nonbonding (T : Matrix m n ℂ) : Submodule ℂ (n → ℂ) :=
  LinearMap.ker T.mulVecLin

/-- Every ligand orbital is the sum of a bonding and a nonbonding part. -/
theorem ligand_split (T : Matrix m n ℂ) (y : n → ℂ) :
    ∃ b ∈ bonding T, ∃ k ∈ nonbonding T, y = b + k := by
  -- the range of `T Tᴴ` lies in that of `T`, and the ranks agree, so the ranges are equal
  have hle : LinearMap.range (T * Tᴴ).mulVecLin ≤ LinearMap.range T.mulVecLin := by
    rintro _ ⟨z, rfl⟩
    exact ⟨Tᴴ *ᵥ z, by simp [Matrix.mulVec_mulVec]⟩
  have heq := Submodule.eq_of_le_of_finrank_eq hle (Matrix.rank_self_mul_conjTranspose T)
  have hy : T *ᵥ y ∈ LinearMap.range (T * Tᴴ).mulVecLin := by
    rw [heq]
    exact ⟨y, rfl⟩
  obtain ⟨z, hz⟩ := hy
  have hz' : (T * Tᴴ) *ᵥ z = T *ᵥ y := hz
  refine ⟨Tᴴ *ᵥ z, ⟨z, rfl⟩, y - Tᴴ *ᵥ z, ?_, by abel⟩
  rw [LinearMap.mem_ker, Matrix.mulVecLin_apply, Matrix.mulVec_sub, Matrix.mulVec_mulVec,
    hz', sub_self]

/-- A Hermitian ligand Hamiltonian preserves the bonding combinations if and only if it
preserves the nonbonding ones. -/
theorem preserves_bonding_iff (T : Matrix m n ℂ) {B : Matrix n n ℂ} (hB : B.IsHermitian) :
    Preserves B (bonding T) ↔ Preserves B (nonbonding T) := by
  -- bonding and nonbonding combinations are orthogonal
  have orth : ∀ (k : n → ℂ) (u : m → ℂ), T *ᵥ k = 0 → star k ⬝ᵥ (Tᴴ *ᵥ u) = 0 := by
    intro k u hk
    rw [Matrix.dotProduct_mulVec, ← Matrix.star_mulVec, hk, star_zero, zero_dotProduct]
  constructor
  · intro h k hk
    obtain ⟨u, hu⟩ := h (Tᴴ *ᵥ (T *ᵥ (B *ᵥ k))) ⟨_, rfl⟩
    have hu' : Tᴴ *ᵥ u = B *ᵥ (Tᴴ *ᵥ (T *ᵥ (B *ᵥ k))) := hu
    have key : ∀ v : m → ℂ, star v ⬝ᵥ v = 0 → v = 0 := fun v hv => by simpa using hv
    have e : ∀ v : m → ℂ,
        star (T *ᵥ (B *ᵥ k)) ⬝ᵥ v = star k ⬝ᵥ (B *ᵥ (Tᴴ *ᵥ v)) := by
      intro v
      rw [Matrix.star_mulVec, Matrix.star_mulVec, hB.eq, Matrix.dotProduct_mulVec,
        Matrix.dotProduct_mulVec]
    -- the metal component of `B k` has zero norm
    exact key _ (by rw [e, ← hu', orth k u hk])
  · intro h w hw
    obtain ⟨u, hu⟩ := hw
    have hu' : Tᴴ *ᵥ u = w := hu
    obtain ⟨b, hb, k, hk, e⟩ := ligand_split T (B *ᵥ w)
    obtain ⟨z, hz⟩ := id hb
    have hz' : Tᴴ *ᵥ z = b := hz
    have key : ∀ v : n → ℂ, star v ⬝ᵥ v = 0 → v = 0 := fun v hv => by simpa using hv
    have s : star k ⬝ᵥ (B *ᵥ w) = 0 := by
      have t : star k ⬝ᵥ (B *ᵥ w) = star (B *ᵥ k) ⬝ᵥ w := by
        rw [Matrix.star_mulVec, hB.eq, Matrix.dotProduct_mulVec]
      rw [t, ← hu']
      exact orth _ u (h k hk)
    -- hence the nonbonding part of `B w` vanishes
    rw [e, dotProduct_add, ← hz', orth k z hk, zero_add] at s
    rw [e, key k s, add_zero]
    exact hb

end PreservesBondingIff
```

The error:

```
Main.lean:58:24: error: Tactic `rewrite` failed: Did not find an occurrence of the pattern
  star (T *ᵥ B *ᵥ k) ⬝ᵥ ?v
in the target expression
  star (T.mulVecLin (B *ᵥ k)) ⬝ᵥ T.mulVecLin (B *ᵥ k) = 0

m : Type u_1
n : Type u_2
inst✝¹ : Fintype m
inst✝ : Fintype n
T : Matrix m n ℂ
B : Matrix n n ℂ
hB : B.IsHermitian
orth : ∀ (k : n → ℂ) (u : m → ℂ), T *ᵥ k = 0 → star k ⬝ᵥ Tᴴ *ᵥ u = 0
h : Preserves B (bonding T)
k : n → ℂ
hk : k ∈ nonbonding T
u : m → ℂ
hu : Tᴴ.mulVecLin u = B *ᵥ Tᴴ *ᵥ T *ᵥ B *ᵥ k
hu' : Tᴴ *ᵥ u = B *ᵥ Tᴴ *ᵥ T *ᵥ B *ᵥ k
key : ∀ (v : m → ℂ), star v ⬝ᵥ v = 0 → v = 0
e : ∀ (v : m → ℂ), star (T *ᵥ B *ᵥ k) ⬝ᵥ v = star k ⬝ᵥ B *ᵥ Tᴴ *ᵥ v
⊢ star (T.mulVecLin (B *ᵥ k)) ⬝ᵥ T.mulVecLin (B *ᵥ k) = 0
```

Cause. The error says that `rw [e]` found no instance of its left-hand side, `star (T *ᵥ B *ᵥ k) ⬝ᵥ ?v`. The goal at that point has `T.mulVecLin (B *ᵥ k)` where `e` has `T *ᵥ B *ᵥ k`. These are equal by definition, but `rw` looks for a matching form and does not unfold `mulVecLin` to find one.

The `mulVecLin` form came from the underscore in `key _`. The result to be proved is membership in `nonbonding T`, the kernel of `T.mulVecLin`, so Lean filled the underscore with `T.mulVecLin (B *ᵥ k)`.

The repair states the zero-norm equation `s` explicitly with `*ᵥ`. Now `e` matches, `← hu'` turns the right-hand vector into `Tᴴ *ᵥ u`, and `orth` finishes. `key` then gives `s0`, which `exact` accepts as the kernel membership because the two statements agree by definition. Using `orth` through `exact` instead of `rw`, naming `s0` and rewording the comment are mere tidying.

As a diff, the version that Lean accepts:

```diff
@@ -55,6 +55,10 @@
       rw [Matrix.star_mulVec, Matrix.star_mulVec, hB.eq, Matrix.dotProduct_mulVec,
         Matrix.dotProduct_mulVec]
-    -- the metal component of `B k` has zero norm
-    exact key _ (by rw [e, ← hu', orth k u hk])
+    -- the vector `T (B k)` has zero norm
+    have s : star (T *ᵥ (B *ᵥ k)) ⬝ᵥ (T *ᵥ (B *ᵥ k)) = 0 := by
+      rw [e, ← hu']
+      exact orth k u hk
+    have s0 : T *ᵥ (B *ᵥ k) = 0 := key _ s
+    exact s0
   · intro h w hw
     obtain ⟨u, hu⟩ := hw
```
